# The exact continuity equation of a Crank–Nicolson step on finitely many sites

## Probability from nowhere

Propagate a state ψ with a Hermitian matrix H by the explicit Euler step ψ' = ψ − iτHψ, where τ is the time step and ħ = 1. Unless τHψ = 0, the norm then grows:

∑_x |ψ'_x|² = ∑_x |ψ_x|² + τ² ∑_x |(Hψ)_x|²

No current between sites accounts for the surplus. The Crank–Nicolson step avoids this by applying H to the midpoint φ:

i(ψ' − ψ) = τHφ, φ = (ψ' + ψ)/2

In real-time simulations of one particle in a finite orthonormal basis, this allows density changes to be checked against currents at finite τ.

## Site balance and its consequences

Define the current into site x from site y as

J_xy = 2 Im(conj(φ_x) H_xy φ_y)

For any complex matrix H and real τ ≠ 0, `site_balance` states

(|ψ'_x|² − |ψ_x|²)/τ = ∑_y J_xy

For non-Hermitian H the terms J_xy need not be antisymmetric, and J_xx can be a gain or loss on the site itself, so "current" is then only a name. If H is Hermitian, only bonds crossing the boundary of a region S change its probability (`region_balance`), and the total norm is conserved (`norm_conserved`). Conversely, for τ ≠ 0, if every step conserves the norm, H is Hermitian (`norm_conserved_iff_isHermitian`). For Hermitian H, each ψ has exactly one successor ψ' (`existsUnique_step`).

In Lean, the sites form a finite type `n`, states are functions `n → ℂ`, `mid ψ ψ'` is φ, and `H *ᵥ φ` is Hφ. `IsStep` is the step equation without division, so τ ≠ 0 is required only for rates and for the converse. States need not be normalised; for Hermitian H and ψ ≠ 0, dividing densities and currents by the conserved, nonzero ∑_x |ψ_x|² gives probabilities and probability currents.

The step equation is assumed to be solved exactly, with one fixed matrix H per step. Rounding, solver residuals, non-orthogonal bases, infinite lattices and convergence as τ → 0 are not treated.

## Derivation from the midpoint

Expand the product

conj(ψ'_x + ψ_x)(ψ'_x − ψ_x) = |ψ'_x|² − |ψ_x|² + conj(ψ_x)ψ'_x − conj(ψ'_x)ψ_x

The last two terms together are imaginary. Taking real parts and inserting ψ' − ψ = −iτHφ gives

|ψ'_x|² − |ψ_x|² = 2 Re(conj(φ_x)(ψ'_x − ψ_x))
= 2τ Im(conj(φ_x)(Hφ)_x)
= τ ∑_y J_xy

For Hermitian H, H_yx = conj(H_xy), hence

J_yx = 2 Im(conj(conj(φ_x) H_xy φ_y)) = −J_xy

Currents inside S cancel in pairs, leaving those from its complement. Taking S to be all sites gives norm conservation.

For the converse, any φ is the midpoint of the step

ψ = φ + (iτ/2)Hφ, ψ' = φ − (iτ/2)Hφ

Norm conservation then forces Im ∑_x conj(φ_x)(Hφ)_x = 0. Put amplitude 1 on site a and add amplitude c on site b:

Im(H_aa + cH_ab + conj(c)H_ba + |c|²H_bb) = 0

The choice c = 0 makes diagonal entries real. Then c = 1 gives Im H_ab = −Im H_ba, and c = i gives Re H_ab = Re H_ba.

For existence and uniqueness, rewrite the step as

(i − τH/2)ψ' = (i + τH/2)ψ

If (i − τH/2)v = 0, then v is a successor of the zero state. It has norm zero, so v = 0. The matrix on the left is injective and, in finite dimension, invertible.

## A single site

With one site and H = E real, the step is

ψ' = ψ (1 − iτE/2)/(1 + iτE/2)

The factor has modulus 1, but its phase is −2 arctan(τE/2), whereas exact evolution gives −τE. Exact norm conservation does not make the phase exact. On a single site this is a global phase and leaves the physical state unchanged; in a superposition of eigenstates with different energies, such phase errors can become observable.

## The Lean file

```lean
import Mathlib

open Matrix
open scoped ComplexConjugate

namespace CrankNicolsonContinuity

noncomputable section

variable {n : Type*} [Fintype n]

/-- The midpoint state `φ = (ψ' + ψ) / 2` of a time step. -/
def mid (ψ ψ' : n → ℂ) : n → ℂ := fun x => (ψ' x + ψ x) / 2

/-- The Crank-Nicolson equation `i (ψ' - ψ) = τ H φ`, with `φ` the midpoint state. -/
def IsStep (H : Matrix n n ℂ) (τ : ℝ) (ψ ψ' : n → ℂ) : Prop :=
  ∀ x, Complex.I * (ψ' x - ψ x) = (τ : ℂ) * (H *ᵥ mid ψ ψ') x

/-- The bond term `2 Im(conj(φ_x) H_xy φ_y)`, read as the current into site `x` from site `y` when
`H` is Hermitian. -/
def bondCurrent (H : Matrix n n ℂ) (φ : n → ℂ) (x y : n) : ℝ :=
  2 * (conj (φ x) * H x y * φ y).im

/-- The bond terms of a site add up to `2 Im(conj(φ_x) (H φ)_x)`. -/
theorem sum_bondCurrent (H : Matrix n n ℂ) (φ : n → ℂ) (x : n) :
    ∑ y, bondCurrent H φ x y = 2 * (conj (φ x) * (H *ᵥ φ) x).im := by
  simp only [bondCurrent, Matrix.mulVec, dotProduct, Finset.mul_sum, Complex.im_sum, mul_assoc]

/-- In one step `|ψ_x|²` changes by `τ` times the sum over `y` of the terms `bondCurrent H φ x y`,
evaluated in the midpoint state. -/
theorem site_change {H : Matrix n n ℂ} {τ : ℝ} {ψ ψ' : n → ℂ} (h : IsStep H τ ψ ψ') (x : n) :
    ‖ψ' x‖ ^ 2 - ‖ψ x‖ ^ 2 = τ * ∑ y, bondCurrent H (mid ψ ψ') x y := by
  have hre : (mid ψ ψ' x).re = ((ψ' x).re + (ψ x).re) / 2 := by simp [mid]
  have him : (mid ψ ψ' x).im = ((ψ' x).im + (ψ x).im) / 2 := by simp [mid]
  -- real and imaginary parts of the step equation
  have h1 := congrArg Complex.re (h x)
  have h2 := congrArg Complex.im (h x)
  simp only [Complex.mul_re, Complex.mul_im, Complex.I_re, Complex.I_im, Complex.sub_re,
    Complex.sub_im, Complex.ofReal_re, Complex.ofReal_im] at h1 h2
  rw [sum_bondCurrent, Complex.sq_norm, Complex.sq_norm, Complex.normSq_apply,
    Complex.normSq_apply]
  simp only [Complex.mul_im, Complex.conj_re, Complex.conj_im, hre, him]
  linear_combination ((ψ' x).re + (ψ x).re) * h2 - ((ψ' x).im + (ψ x).im) * h1

/-- Discrete balance equation: the change of `|ψ_x|²` over one Crank-Nicolson step, divided by `τ`,
is exactly the sum over `y` of the midpoint bond terms. -/
theorem site_balance {H : Matrix n n ℂ} {τ : ℝ} (hτ : τ ≠ 0) {ψ ψ' : n → ℂ}
    (h : IsStep H τ ψ ψ') (x : n) :
    (‖ψ' x‖ ^ 2 - ‖ψ x‖ ^ 2) / τ
      = ∑ y, 2 * (conj (mid ψ ψ' x) * H x y * mid ψ ψ' y).im := by
  rw [div_eq_iff hτ, site_change h x, mul_comm]
  rfl

omit [Fintype n] in
/-- For a Hermitian Hamiltonian the currents between the sites of any finite region add up to
zero. -/
theorem internal_currents_cancel {H : Matrix n n ℂ} (hH : H.IsHermitian) (φ : n → ℂ)
    (S : Finset n) : ∑ x ∈ S, ∑ y ∈ S, bondCurrent H φ x y = 0 := by
  -- what flows from y to x is lost by y
  have anti : ∀ x y, bondCurrent H φ x y = -bondCurrent H φ y x := by
    intro x y
    have e : H x y = conj (H y x) := (hH.apply x y).symm
    simp only [bondCurrent, e, Complex.mul_im, Complex.mul_re, Complex.conj_re, Complex.conj_im]
    ring
  have e : ∑ x ∈ S, ∑ y ∈ S, bondCurrent H φ x y
      = -∑ x ∈ S, ∑ y ∈ S, bondCurrent H φ x y := by
    calc ∑ x ∈ S, ∑ y ∈ S, bondCurrent H φ x y
        = ∑ y ∈ S, ∑ x ∈ S, bondCurrent H φ x y := Finset.sum_comm
      _ = ∑ y ∈ S, ∑ x ∈ S, -bondCurrent H φ y x :=
          Finset.sum_congr rfl fun y _ => Finset.sum_congr rfl fun x _ => anti x y
      _ = _ := by simp only [Finset.sum_neg_distrib]
  linarith

/-- For a Hermitian Hamiltonian the sum of `|ψ_x|²` over a region changes at a rate given by the
currents on the bonds that join the region to its complement. -/
theorem region_balance [DecidableEq n] {H : Matrix n n ℂ} (hH : H.IsHermitian) {τ : ℝ}
    (hτ : τ ≠ 0) {ψ ψ' : n → ℂ} (h : IsStep H τ ψ ψ') (S : Finset n) :
    (∑ x ∈ S, ‖ψ' x‖ ^ 2 - ∑ x ∈ S, ‖ψ x‖ ^ 2) / τ
      = ∑ x ∈ S, ∑ y ∈ Sᶜ, bondCurrent H (mid ψ ψ') x y := by
  have split : ∑ x ∈ S, ∑ y, bondCurrent H (mid ψ ψ') x y
      = ∑ x ∈ S, ∑ y ∈ S, bondCurrent H (mid ψ ψ') x y
        + ∑ x ∈ S, ∑ y ∈ Sᶜ, bondCurrent H (mid ψ ψ') x y := by
    rw [← Finset.sum_add_distrib]
    exact Finset.sum_congr rfl fun x _ => (Finset.sum_add_sum_compl S _).symm
  rw [internal_currents_cancel hH, zero_add] at split
  rw [div_eq_iff hτ, ← Finset.sum_sub_distrib, Finset.sum_congr rfl fun x _ => site_change h x,
    ← Finset.mul_sum, split, mul_comm]

/-- A Crank-Nicolson step with a Hermitian Hamiltonian conserves the total norm. -/
theorem norm_conserved {H : Matrix n n ℂ} (hH : H.IsHermitian) {τ : ℝ} {ψ ψ' : n → ℂ}
    (h : IsStep H τ ψ ψ') : ∑ x, ‖ψ' x‖ ^ 2 = ∑ x, ‖ψ x‖ ^ 2 := by
  rw [← sub_eq_zero, ← Finset.sum_sub_distrib, Finset.sum_congr rfl fun x _ => site_change h x,
    ← Finset.mul_sum, internal_currents_cancel hH, mul_zero]

/-- For a nonzero time step, all Crank-Nicolson steps conserve the total norm if and only if
the matrix `H` is Hermitian. -/
theorem norm_conserved_iff_isHermitian [DecidableEq n] (H : Matrix n n ℂ) {τ : ℝ}
    (hτ : τ ≠ 0) :
    (∀ ψ ψ', IsStep H τ ψ ψ' → ∑ x, ‖ψ' x‖ ^ 2 = ∑ x, ‖ψ x‖ ^ 2) ↔ H.IsHermitian := by
  refine ⟨fun hN => ?_, fun hH ψ ψ' h => norm_conserved hH h⟩
  -- every state is the midpoint of some step, so its expectation value of H is real
  have key : ∀ φ : n → ℂ, (∑ x, conj (φ x) * (H *ᵥ φ) x).im = 0 := by
    intro φ
    let ψ : n → ℂ := fun x => φ x + Complex.I * τ / 2 * (H *ᵥ φ) x
    let ψ' : n → ℂ := fun x => φ x - Complex.I * τ / 2 * (H *ᵥ φ) x
    have hm : mid ψ ψ' = φ := by
      funext x
      simp only [mid, ψ, ψ']
      ring
    have hs : IsStep H τ ψ ψ' := by
      intro x
      rw [hm]
      simp only [ψ, ψ']
      linear_combination (-(τ : ℂ) * (H *ᵥ φ) x) * Complex.I_sq
    have h0 := sub_eq_zero.2 (hN ψ ψ' hs)
    rw [← Finset.sum_sub_distrib, Finset.sum_congr rfl fun x _ => site_change hs x,
      ← Finset.mul_sum, hm, Finset.sum_congr rfl fun x _ => sum_bondCurrent H φ x,
      ← Finset.mul_sum, ← Complex.im_sum] at h0
    have h1 := (mul_eq_zero.1 h0).resolve_left hτ
    linarith
  -- test on states supported on two sites
  have q : ∀ (a b : n) (c : ℂ),
      (H a a + H a b * c + conj c * (H b a + H b b * c)).im = 0 := by
    intro a b c
    let φ : n → ℂ := fun x => (if x = a then 1 else 0) + (if x = b then c else 0)
    have inner : ∀ x, (H *ᵥ φ) x = H x a + H x b * c := by
      intro x
      simp [φ, Matrix.mulVec, dotProduct, mul_add, Finset.sum_add_distrib]
    have outer : ∀ G : n → ℂ, ∑ x, conj (φ x) * G x = G a + conj c * G b := by
      intro G
      simp [φ, add_mul, Finset.sum_add_distrib, apply_ite (starRingEnd ℂ)]
    have h := key φ
    rw [outer, inner, inner] at h
    exact h
  refine Matrix.IsHermitian.ext fun a b => ?_
  have ha := q a b 0
  have hb := q b a 0
  have h1 := q a b 1
  have hI := q a b Complex.I
  simp only [Complex.add_im, Complex.add_re, Complex.mul_im, Complex.mul_re, Complex.conj_re,
    Complex.conj_im, Complex.I_re, Complex.I_im, Complex.one_re, Complex.one_im,
    Complex.zero_re, Complex.zero_im] at ha hb h1 hI
  change conj (H b a) = H a b
  apply Complex.ext
  · rw [Complex.conj_re]
    linarith
  · rw [Complex.conj_im]
    linarith

/-- For a Hermitian Hamiltonian and any real time step, every state has exactly one
Crank-Nicolson successor. -/
theorem existsUnique_step {H : Matrix n n ℂ} (hH : H.IsHermitian) (τ : ℝ) (ψ : n → ℂ) :
    ∃! ψ', IsStep H τ ψ ψ' := by
  let L : (n → ℂ) →ₗ[ℂ] (n → ℂ) :=
    Complex.I • LinearMap.id - ((τ : ℂ) / 2) • H.mulVecLin
  have hL : ∀ v x, L v x = Complex.I * v x - (τ : ℂ) / 2 * (H *ᵥ v) x := fun _ _ => rfl
  -- the step equation is a linear system for the new state
  have key : ∀ u v, IsStep H τ u v ↔
      L v = fun x => Complex.I * u x + (τ : ℂ) / 2 * (H *ᵥ u) x := by
    intro u v
    have hm : mid u v = (1 / 2 : ℂ) • (v + u) := by
      funext x
      simp only [mid, Pi.smul_apply, Pi.add_apply, smul_eq_mul]
      ring
    have hx : ∀ x, (H *ᵥ mid u v) x = 1 / 2 * ((H *ᵥ v) x + (H *ᵥ u) x) := by
      intro x
      rw [hm, Matrix.mulVec_smul, Matrix.mulVec_add]
      rfl
    rw [funext_iff]
    refine forall_congr' fun x => ?_
    rw [hx, hL]
    constructor <;> intro h <;> linear_combination h
  -- norm conservation makes the system injective, hence solvable
  have inj : Function.Injective L := by
    refine (injective_iff_map_eq_zero L).2 fun v hv => ?_
    have hs : IsStep H τ 0 v := (key 0 v).2 (by rw [hv]; funext x; simp)
    have hz : ∑ x, ‖v x‖ ^ 2 = 0 := by
      rw [norm_conserved hH hs]
      simp
    funext x
    have h0 := (Finset.sum_eq_zero_iff_of_nonneg (fun i _ => sq_nonneg ‖v i‖)).1 hz x
      (Finset.mem_univ x)
    simpa using h0
  obtain ⟨v, hv⟩ := LinearMap.injective_iff_surjective.1 inj
    (fun x => Complex.I * ψ x + (τ : ℂ) / 2 * (H *ᵥ ψ) x)
  exact ⟨v, (key ψ v).2 hv, fun w hw => inj (((key ψ w).1 hw).trans hv.symm)⟩

end

end CrankNicolsonContinuity
```

```lean
#print axioms CrankNicolsonContinuity.site_balance
#print axioms CrankNicolsonContinuity.region_balance
#print axioms CrankNicolsonContinuity.norm_conserved_iff_isHermitian
#print axioms CrankNicolsonContinuity.existsUnique_step
```

```
'CrankNicolsonContinuity.site_balance' depends on axioms: [propext, Classical.choice, Quot.sound]
'CrankNicolsonContinuity.region_balance' depends on axioms: [propext, Classical.choice, Quot.sound]
'CrankNicolsonContinuity.norm_conserved_iff_isHermitian' depends on axioms: [propext, Classical.choice, Quot.sound]
'CrankNicolsonContinuity.existsUnique_step' depends on axioms: [propext, Classical.choice, Quot.sound]
```

## How the proof follows the derivation

`sum_bondCurrent` collects the currents into 2 Im(conj(φ_x)(Hφ)_x). In `site_change`, `h1` and `h2` are the real and imaginary parts of the step equation; `linear_combination` weights them by the components of ψ'_x + ψ_x, which reproduces the real part taken above. `site_balance` divides by τ.

`internal_currents_cancel` proves antisymmetry as `anti`, then exchanges the two sums to show that the total equals its own negative. `region_balance` splits the sum over y into S and `Sᶜ`; `norm_conserved` sums over all sites.

In the converse, `key` builds the step with prescribed midpoint, and `q` evaluates the test states. In `existsUnique_step`, `L` is i − τH/2, `inj` is the zero-state argument, and `LinearMap.injective_iff_surjective` supplies the successor.
